# Löwdin orthogonalization turns tetrahedral s-p Fermi orbitals into sp3 hybrids for all positive radial amplitudes

Four Fermi orbitals built from one s and three p orbitals generally overlap, so their squares do not add up to the density of the filled shell for one spin. I can't put them into an orbital-by-orbital self-interaction correction as they stand. Löwdin orthogonalization cures the overlap, but unless I know what it returns, I can't tell whether the final orbitals depend on how far from the nucleus I placed the Fermi-orbital descriptors.

For descriptors at the corners of a regular tetrahedron centered on the nucleus, let a be the value of the s orbital at a corner and b the value there of a p orbital that points at that corner. I call these the radial amplitudes; they include the angular normalization factors. I believe that the result is always the sp3 set, whatever a, b > 0 are. Can this be derived in full, with a proof that a machine has checked?

## The radial amplitudes cancel

Yes. Number the directions from 0, as the code does:

d_0 = (1, 1, 1)/√3, d_1 = (1, −1, −1)/√3, d_2 = (−1, 1, −1)/√3, d_3 = (−1, −1, 1)/√3

They are unit vectors, they sum to zero, and two different ones have scalar product −1/3. At descriptor i the s orbital has the value a, and px, py, pz have the components of b d_i as values. (In terms of the normalized radial functions, b/a = √3 R_p/R_s.) The Fermi orbital of a descriptor has these four values, divided by the square root of the sum of their squares, as its coefficients in the orthonormal basis s, px, py, pz:

f_i = (c, e d_i), with c = a/√(a² + b²) and e = b/√(a² + b²).

Their overlaps are S_ij = c² + e² d_i·d_j. This is 1 on the diagonal, and for i ≠ j

S_ij = c² − e²/3 = (a² − b²/3)/(a² + b²).

Let P be the 4×4 matrix with all entries 1/4, which projects onto the uniform combination of the four orbitals, and let Q = 1 − P. Comparing entries gives

S = 4c² P + (4e²/3) Q.

Since P² = P, Q² = Q and PQ = 0, the positive inverse square root is

T = S^(−1/2) = (1/(2c)) P + (√3/(2e)) Q.

Now write the orbitals as the rows of a matrix F and form TF. The s column of F is constant, so P keeps it and Q removes it. Each p column sums to zero, so Q keeps it and P removes it. Hence the new orbitals are

(c/(2c), (√3/(2e)) e d_i) = (1/2, √3 d_i/2).

No other positive definite T would do. If A and B are positive definite with A² = B², put X = A − B. Then

AX + XB = A² − B² = 0.

Multiplying by X from the left and taking the trace gives tr(XAX) + tr(XBX) = 0. Each trace is a sum of terms xᵀAx or xᵀBx over the columns x of X. None is negative, and a nonzero column would make the total positive. So X = 0.

## What `loewdin_iff_sp3` says

An orbital set is a real 4×4 matrix with one orbital per row, and `F * Fᵀ` is its overlap matrix. `fermiOrbitals a b` holds the f_i and `sp3` the hybrids. `IsLoewdin F G` says that G = TF for some positive definite T with T²FFᵀ = 1; for real matrices, `PosDef` includes symmetry.

The theorem states that, for a > 0 and b > 0, a matrix `G` is a Löwdin orthogonalization of the Fermi orbitals if and only if `G = sp3`. The hybrids therefore qualify, and nothing else does.

Positive amplitudes mean that neither radial function has a node at the descriptor radius and that the orbital phases are chosen to make both values positive. The tetrahedral arrangement and the common radius are put in by definition, not found by minimizing an energy. There is no core orbital, which would add a fifth Fermi orbital.

For self-interaction corrections with Fermi-Löwdin orbitals, this means that in such a four-orbital shell with fixed s and p functions, moving all four descriptors in or out together leaves the localized orbitals unchanged as long as a and b stay positive.

```lean
import Mathlib

open Matrix

namespace FermiLoewdinTetrahedron

noncomputable section

/-- Four alternating corners of a cube, one in each row. -/
def corner : Matrix (Fin 4) (Fin 3) ℝ :=
  !![1, 1, 1; 1, -1, -1; -1, 1, -1; -1, -1, 1]

/-- The tetrahedral directions: the corners divided by `√3`. -/
def dir (i : Fin 4) (k : Fin 3) : ℝ := corner i k / √3

/-- Four orbitals with s amplitude `c` and p amplitude `e` along the tetrahedral directions.
Each row is an orbital in the basis s, px, py, pz. -/
def spSet (c e : ℝ) : Matrix (Fin 4) (Fin 4) ℝ :=
  Matrix.of fun i => ![c, e * dir i 0, e * dir i 1, e * dir i 2]

/-- The Fermi orbitals for descriptors in the tetrahedral directions, where the s orbital has the
value `a` and the p orbitals have the values `b * dir i k`. The amplitudes are divided by the norm
`√(a² + b²)`; the domain is `(a, b) ≠ (0, 0)`. -/
def fermiOrbitals (a b : ℝ) : Matrix (Fin 4) (Fin 4) ℝ :=
  spSet (a / √(a ^ 2 + b ^ 2)) (b / √(a ^ 2 + b ^ 2))

/-- The sp3 hybrids, with s amplitude `1/2` and p amplitude `√3/2`. -/
def sp3 : Matrix (Fin 4) (Fin 4) ℝ := spSet (1 / 2) (√3 / 2)

/-- `G` is a Löwdin orthogonalization of the orbitals `F`: it is `T F`, where `T` is a positive
definite inverse square root of the overlap matrix `F Fᵀ`. -/
def IsLoewdin (F G : Matrix (Fin 4) (Fin 4) ℝ) : Prop :=
  ∃ T : Matrix (Fin 4) (Fin 4) ℝ, T.PosDef ∧ T * T * (F * Fᵀ) = 1 ∧ G = T * F

/-- The matrix that scales the uniform combination of four orbitals by `p` and the combinations
with coefficients of zero sum by `q`. -/
def tetra (p q : ℝ) : Matrix (Fin 4) (Fin 4) ℝ :=
  Matrix.of fun i j => p / 4 + q * ((if i = j then 1 else 0) - 1 / 4)

/-- Two positive definite real 4×4 matrices with the same square are equal. -/
theorem posDef_sq_unique {A B : Matrix (Fin 4) (Fin 4) ℝ} (hA : A.PosDef) (hB : B.PosDef)
    (h : A * A = B * B) : A = B := by
  have pos : ∀ M : Matrix (Fin 4) (Fin 4) ℝ, M.PosDef → ∀ v : Fin 4 → ℝ, v ≠ 0 →
      0 < v ⬝ᵥ (M *ᵥ v) := by
    intro M hM v hv
    have h1 := hM.dotProduct_mulVec_pos hv
    rwa [star_trivial] at h1
  have nonneg : ∀ M : Matrix (Fin 4) (Fin 4) ℝ, M.PosDef → ∀ v : Fin 4 → ℝ,
      0 ≤ v ⬝ᵥ (M *ᵥ v) := by
    intro M hM v
    by_cases hv : v = 0
    · simp [hv]
    · exact (pos M hM v hv).le
  have symm : ∀ M : Matrix (Fin 4) (Fin 4) ℝ, M.PosDef → Mᵀ = M := by
    intro M hM
    rw [← Matrix.conjTranspose_eq_transpose_of_trivial]
    exact hM.isHermitian.eq
  obtain ⟨X, hX⟩ : ∃ X, X = A - B := ⟨_, rfl⟩
  have hXt : Xᵀ = X := by rw [hX, Matrix.transpose_sub, symm A hA, symm B hB]
  have tr : ∀ M : Matrix (Fin 4) (Fin 4) ℝ, Matrix.trace (Xᵀ * M * X) =
      ∑ k, (fun i => X i k) ⬝ᵥ (M *ᵥ fun i => X i k) := by
    intro M
    rw [Matrix.mul_assoc]
    rfl
  -- the traces of X A X and X B X add to zero
  have hz : A * X + X * B = 0 := by
    have h1 : A * X + X * B = A * A - B * B := by rw [hX]; noncomm_ring
    rw [h1, h, sub_self]
  have hsum : Matrix.trace (Xᵀ * A * X) + Matrix.trace (Xᵀ * B * X) = 0 := by
    rw [hXt, Matrix.trace_mul_comm (X * B) X, ← Matrix.trace_add, Matrix.mul_assoc X A X,
      ← Matrix.mul_add, hz, Matrix.mul_zero, Matrix.trace_zero]
  rw [tr, tr] at hsum
  have hBn := Finset.sum_nonneg
    (fun k (_ : k ∈ Finset.univ) => nonneg B hB (fun i => X i k))
  -- hence every column of X vanishes
  have hcol : ∀ k, (fun i => X i k) = 0 := by
    intro k
    by_contra hk
    have hAp := Finset.sum_pos' (fun k (_ : k ∈ Finset.univ) => nonneg A hA (fun i => X i k))
      ⟨k, Finset.mem_univ k, pos A hA _ hk⟩
    linarith
  have hX0 : X = 0 := by
    ext i k
    exact congrFun (hcol k) i
  exact sub_eq_zero.1 (hX.symm.trans hX0)

/-- The tetrahedral directions are unit vectors, and two different ones have scalar
product `-1/3`. -/
theorem dir_dot (i j : Fin 4) : dir i ⬝ᵥ dir j = if i = j then 1 else -1 / 3 := by
  have h : ∀ k, dir i k * dir j k = corner i k * corner j k / 3 := by
    intro k
    unfold dir
    rw [div_mul_div_comm, Real.mul_self_sqrt (by norm_num)]
  simp only [dotProduct, h, Fin.sum_univ_three]
  clear h
  fin_cases i <;> fin_cases j <;> simp [corner] <;> norm_num

/-- Overlaps of tetrahedral orbitals with s amplitude `c` and p amplitude `e`. -/
theorem spSet_overlap (c e : ℝ) (i j : Fin 4) :
    (spSet c e * (spSet c e)ᵀ) i j = c ^ 2 + e ^ 2 * (if i = j then 1 else -1 / 3) := by
  rw [← dir_dot]
  simp [spSet, Matrix.mul_apply, Fin.sum_univ_four, dotProduct, Fin.sum_univ_three]
  ring

/-- The matrix `tetra p q` is positive definite when both scale factors are positive. -/
theorem tetra_posDef {p q : ℝ} (hp : 0 < p) (hq : 0 < q) : (tetra p q).PosDef := by
  rw [Matrix.posDef_iff_dotProduct_mulVec]
  constructor
  · change (tetra p q)ᴴ = tetra p q
    ext i j
    fin_cases i <;> fin_cases j <;> simp [tetra]
  · intro x hx
    have key : ∀ A B : ℝ, 0 ≤ A → 0 ≤ B → 0 < A + B → 0 < p / 4 * A + q / 4 * B := by
      intro A B hA hB hAB
      rcases hA.lt_or_eq with h | h
      · positivity
      · have hB' : 0 < B := by linarith
        positivity
    -- the quadratic form splits into the uniform part and the differences
    have e : star x ⬝ᵥ (tetra p q *ᵥ x) = p / 4 * (x 0 + x 1 + x 2 + x 3) ^ 2 +
        q / 4 * ((x 0 - x 1) ^ 2 + (x 0 - x 2) ^ 2 + (x 0 - x 3) ^ 2 + (x 1 - x 2) ^ 2 +
          (x 1 - x 3) ^ 2 + (x 2 - x 3) ^ 2) := by
      simp [tetra, Matrix.mulVec, dotProduct, Fin.sum_univ_four]
      ring
    obtain ⟨i, hi⟩ := Function.ne_iff.1 hx
    have hi' : x i ≠ 0 := hi
    have hs : 0 < ∑ i, x i ^ 2 :=
      Finset.sum_pos' (fun i _ => sq_nonneg (x i)) ⟨i, Finset.mem_univ i, by positivity⟩
    rw [Fin.sum_univ_four] at hs
    rw [e]
    exact key _ _ (by positivity) (by positivity) (by linarith)

/-- Successive scalings multiply factor by factor. -/
theorem tetra_mul (p q p' q' : ℝ) : tetra p q * tetra p' q' = tetra (p * p') (q * q') := by
  ext i j
  fin_cases i <;> fin_cases j <;> simp [tetra, Matrix.mul_apply, Fin.sum_univ_four] <;> ring

/-- On tetrahedral orbitals, `tetra p q` scales the s amplitude by `p` and the p amplitude
by `q`. -/
theorem tetra_mul_spSet (p q c e : ℝ) : tetra p q * spSet c e = spSet (p * c) (q * e) := by
  ext i j
  fin_cases i <;> fin_cases j <;>
    simp [tetra, spSet, dir, corner, Matrix.mul_apply, Fin.sum_univ_four] <;> ring

/-- If the amplitudes are not both zero, the Fermi orbitals are normalized and two different
ones overlap by `(a² - b²/3)/(a² + b²)`. -/
theorem fermi_overlap {a b : ℝ} (h : 0 < a ^ 2 + b ^ 2) (i j : Fin 4) :
    (fermiOrbitals a b * (fermiOrbitals a b)ᵀ) i j =
      if i = j then 1 else (a ^ 2 - b ^ 2 / 3) / (a ^ 2 + b ^ 2) := by
  rw [fermiOrbitals, spSet_overlap, div_pow, div_pow, Real.sq_sqrt h.le]
  split_ifs
  · rw [mul_one, ← add_div, div_self h.ne']
  · ring

/-- If the amplitudes are not both zero, the Fermi orbitals are already orthonormal exactly
when `b² = 3a²`. -/
theorem fermi_orthonormal_iff {a b : ℝ} (h : 0 < a ^ 2 + b ^ 2) :
    fermiOrbitals a b * (fermiOrbitals a b)ᵀ = 1 ↔ b ^ 2 = 3 * a ^ 2 := by
  constructor
  · intro h1
    have h2 := fermi_overlap h 0 1
    rw [h1, Matrix.one_apply_ne (by decide), if_neg (by decide), eq_comm,
      div_eq_zero_iff] at h2
    rcases h2 with h2 | h2 <;> linarith
  · intro h1
    ext i j
    have h0 : a ^ 2 - b ^ 2 / 3 = 0 := by linarith
    rw [fermi_overlap h, Matrix.one_apply, h0, zero_div]

/-- The sp3 hybrids are orthonormal. -/
theorem sp3_orthonormal : sp3 * sp3ᵀ = 1 := by
  ext i j
  rw [sp3, spSet_overlap, Matrix.one_apply, div_pow √3, Real.sq_sqrt (by norm_num)]
  split_ifs <;> norm_num

/-- For all positive amplitudes `a` and `b`, the tetrahedral Fermi orbitals have exactly one
Löwdin orthogonalization, the sp3 hybrids. -/
theorem loewdin_iff_sp3 {a b : ℝ} (ha : 0 < a) (hb : 0 < b) (G : Matrix (Fin 4) (Fin 4) ℝ) :
    IsLoewdin (fermiOrbitals a b) G ↔ G = sp3 := by
  have key : ∀ c e : ℝ, 0 < c → 0 < e → (IsLoewdin (spSet c e) G ↔ G = sp3) := by
    intro c e hc he
    -- the explicit inverse square root of the overlap matrix
    have hR : (tetra (1 / (2 * c)) (√3 / (2 * e))).PosDef :=
      tetra_posDef (by positivity) (by positivity)
    have hS : tetra (1 / (2 * c)) (√3 / (2 * e)) * tetra (1 / (2 * c)) (√3 / (2 * e)) *
        (spSet c e * (spSet c e)ᵀ) = 1 := by
      have hG : spSet c e * (spSet c e)ᵀ = tetra (4 * c ^ 2) (4 * e ^ 2 / 3) := by
        ext i j
        rw [spSet_overlap]
        simp only [tetra, Matrix.of_apply]
        split_ifs <;> ring
      have h1 : 1 / (2 * c) * (1 / (2 * c)) * (4 * c ^ 2) = 1 := by
        field_simp
        norm_num
      have h2 : √3 / (2 * e) * (√3 / (2 * e)) * (4 * e ^ 2 / 3) = 1 := by
        rw [div_mul_div_comm, Real.mul_self_sqrt (by norm_num)]
        field_simp
        norm_num
      rw [hG, tetra_mul, tetra_mul, h1, h2]
      ext i j
      simp only [tetra, Matrix.of_apply, Matrix.one_apply]
      ring
    have hF : tetra (1 / (2 * c)) (√3 / (2 * e)) * spSet c e = sp3 := by
      have h1 : 1 / (2 * c) * c = 1 / 2 := by field_simp
      have h2 : √3 / (2 * e) * e = √3 / 2 := by field_simp
      rw [tetra_mul_spSet, h1, h2, sp3]
    constructor
    · rintro ⟨T, hT, h, hG⟩
      -- any other choice of T has the same square, so it is the same matrix
      have hTR := posDef_sq_unique hT hR (left_inv_eq_right_inv h (mul_eq_one_comm.1 hS))
      rw [hG, hTR, hF]
    · intro h
      exact ⟨_, hR, hS, by rw [h, hF]⟩
  have hN : 0 < √(a ^ 2 + b ^ 2) := Real.sqrt_pos.2 (by positivity)
  exact key _ _ (div_pos ha hN) (div_pos hb hN)

end

end FermiLoewdinTetrahedron
```

```lean
#print axioms FermiLoewdinTetrahedron.fermi_orthonormal_iff
-- 'FermiLoewdinTetrahedron.fermi_orthonormal_iff' depends on axioms: [propext, Classical.choice, Quot.sound]
#print axioms FermiLoewdinTetrahedron.sp3_orthonormal
-- 'FermiLoewdinTetrahedron.sp3_orthonormal' depends on axioms: [propext, Classical.choice, Quot.sound]
#print axioms FermiLoewdinTetrahedron.loewdin_iff_sp3
-- 'FermiLoewdinTetrahedron.loewdin_iff_sp3' depends on axioms: [propext, Classical.choice, Quot.sound]
```

## From the projectors to the Lean lemmas

`tetra p q` is the matrix pP + qQ. `tetra_mul` says that such matrices multiply factor by factor, and `tetra_mul_spSet` that they rescale the s amplitude by p and the p amplitude by q. Both are checked entry by entry. `tetra_posDef` rests on writing the quadratic form as

(p/4)(x_0 + x_1 + x_2 + x_3)² + (q/4) × (sum of (x_i − x_j)² over the six pairs),

which is positive for x ≠ 0 when p, q > 0.

`dir_dot` computes the scalar products, and `spSet_overlap` and `fermi_overlap` turn them into the overlap formula. `posDef_sq_unique` is the trace argument: `hz` is AX + XB = 0, `hsum` is the vanishing sum of traces, and `hcol` removes the columns one at a time.

In `loewdin_iff_sp3`, the inner statement `key` treats general positive c and e. There `hS` verifies that the explicit T satisfies T²S = 1, and `hF` that it produces the hybrids. Any competing T has the same square, because both squares are inverses of S, so `posDef_sq_unique` identifies the two. The last lines insert the normalized amplitudes.

Two further theorems complete the picture. `sp3_orthonormal` confirms that the hybrids are orthonormal, and `fermi_orthonormal_iff` shows that the Fermi orbitals are already orthonormal exactly when b² = 3a².

## When b is zero, negative or very small

Take a = 1 and b = 0. All four Fermi orbitals are then the same s orbital, every entry of S is 1, and S is singular, so no T with T²S = 1 exists. With a = 1 and b = −1 the orthogonalization exists and gives the coefficients (1/2, −√3 d_i/2). A p orbital that points at a descriptor is now negative there, so at that radius each hybrid still points at its own descriptor. Reversing the phase of the p orbitals changes the signs of b and of the p coefficients, but not the hybrids as functions in space. If instead the orbitals stay fixed and the descriptors move past a node of just one radial function, the hybrids do change.

As b tends to zero from above at a = 1, the overlaps tend to 1 and the factor √3/(2e) in T grows without bound. The orthogonalized orbitals are still exactly the sp3 set for every b > 0, though a floating-point calculation loses accuracy there.
